# For a Hermitian matrix, the energy expectation value of a state propagated in imaginary time is a nonincreasing upper bound on the lowest eigenvalue

Take two levels, $H=\mathrm{diag}(0,\Delta)$ with $\Delta>0$, and a nonzero trial state $\psi=(a,b)$. Propagation by $e^{-\beta H/2}$ gives $\varphi=(a,\,e^{-\beta\Delta/2}b)$, whose excited-state weight and energy are

$$p=\frac{|b|^2e^{-\beta\Delta}}{|a|^2+|b|^2e^{-\beta\Delta}},\qquad E=\Delta\,p .$$

Differentiation gives $p'=-\Delta\,p(1-p)$, hence $E'=-\Delta^2p(1-p)$. This is minus the energy variance of a two-level distribution. The energy falls as long as both levels are occupied, and it never goes below $0$.

## States, energies and variances

In general, $H$ is a bounded operator on a complex inner product space `V`. The inner product is conjugate-linear in its first argument.

```lean
import Mathlib

open scoped InnerProductSpace
open Filter Topology

noncomputable section

namespace ImaginaryTimeProjection

variable {V : Type*} [NormedAddCommGroup V] [InnerProductSpace ℂ V]
```

The projected state is $\varphi(\beta)=e^{-\beta H/2}\psi$, with $\hbar=1$. The parameter $\beta$ is the total imaginary time, half of it acting on each side of the expectation value.

```lean
/-- The trial state `ψ` propagated for imaginary time `β / 2`: `φ(β) = exp(-β H / 2) ψ`. -/
def project (H : V →L[ℂ] V) (ψ : V) (β : ℝ) : V :=
  NormedSpace.exp (((-(β / 2) : ℝ) : ℂ) • H) ψ
```

For an operator $A$, the normalised expectation value is $\langle A\rangle=\mathrm{Re}\langle\varphi,A\varphi\rangle/\langle\varphi,\varphi\rangle$. For Hermitian $A$ the real part changes nothing.

```lean
/-- The expectation value `⟨φ, A φ⟩ / ⟨φ, φ⟩` (real part) in a nonzero state `φ`. -/
def mean (A : V →L[ℂ] V) (φ : V) : ℝ := (⟪φ, A φ⟫_ℂ).re / (⟪φ, φ⟫_ℂ).re
```

The variance is $\langle H^2\rangle-\langle H\rangle^2$; the product `H * H` is composition.

```lean
/-- The energy variance `⟨H²⟩ - ⟨H⟩²` in a nonzero state `φ`. -/
def variance (H : V →L[ℂ] V) (φ : V) : ℝ := mean (H * H) φ - mean H φ ^ 2
```

The projected energy $E(\beta)$ is $\langle H\rangle$ in the state $\varphi(\beta)$.

```lean
/-- The symmetric projected energy `E(β)`, for a nonzero trial state `ψ`. -/
def projectedEnergy (H : V →L[ℂ] V) (ψ : V) (β : ℝ) : ℝ := mean H (project H ψ β)
```

## The variance is a squared residual

Hermiticity, written `(H : V →ₗ[ℂ] V).IsSymmetric`, means $\langle Hx,y\rangle=\langle x,Hy\rangle$. Thus $\langle\varphi,H^2\varphi\rangle=\|H\varphi\|^2$. With $E=\langle H\rangle$,

$$\|H\varphi-E\varphi\|^2=\|H\varphi\|^2-2E\,\langle H\varphi,\varphi\rangle+E^2\|\varphi\|^2=\|H\varphi\|^2-E^2\|\varphi\|^2 .$$

Division by $\|\varphi\|^2$ gives the variance, which is therefore nonnegative. In the proof, `hS` and `hM` supply the two inner products and `hR` the expanded square.

```lean
/-- For a Hermitian `H` and a nonzero state, the energy variance is the squared norm of the
residual `H φ - E φ` divided by the squared norm of `φ`, where `E` is the mean energy. -/
theorem variance_eq_residual {H : V →L[ℂ] V} (hH : (H : V →ₗ[ℂ] V).IsSymmetric)
    {φ : V} (hφ : φ ≠ 0) :
    variance H φ = ‖H φ - (mean H φ : ℂ) • φ‖ ^ 2 / ‖φ‖ ^ 2 := by
  have hp : ‖φ‖ ≠ 0 := norm_ne_zero_iff.mpr hφ
  have hN : (⟪φ, φ⟫_ℂ).re = ‖φ‖ ^ 2 := inner_self_eq_norm_sq (𝕜 := ℂ) φ
  have hS : (⟪φ, (H * H) φ⟫_ℂ).re = ‖H φ‖ ^ 2 := by
    rw [← inner_self_eq_norm_sq (𝕜 := ℂ) (H φ)]
    exact congrArg Complex.re (hH φ (H φ)).symm
  have hM : (⟪H φ, φ⟫_ℂ).re = mean H φ * ‖φ‖ ^ 2 := by
    have h : (⟪H φ, φ⟫_ℂ).re = (⟪φ, H φ⟫_ℂ).re := congrArg Complex.re (hH φ φ)
    rw [h, mean, hN, div_mul_cancel₀ _ (pow_ne_zero 2 hp)]
  have hV : variance H φ = ‖H φ‖ ^ 2 / ‖φ‖ ^ 2 - mean H φ ^ 2 := by
    rw [variance, mean, hS, hN]
  -- expand the square of the residual
  have hR : ‖H φ - (mean H φ : ℂ) • φ‖ ^ 2 = ‖H φ‖ ^ 2
      - 2 * (⟪H φ, (mean H φ : ℂ) • φ⟫_ℂ).re + ‖(mean H φ : ℂ) • φ‖ ^ 2 :=
    norm_sub_sq (𝕜 := ℂ) _ _
  rw [inner_smul_right, Complex.re_ofReal_mul, hM, norm_smul, Complex.norm_real, mul_pow,
    Real.norm_eq_abs, sq_abs] at hR
  rw [hV, hR, eq_div_iff (pow_ne_zero 2 hp), sub_mul, div_mul_cancel₀ _ (pow_ne_zero 2 hp)]
  ring
```

## The slope of the energy

From here on `V` is complete, as every finite-dimensional space is. The quotient $E(\beta)$ needs $\varphi\neq0$. Since $e^{-\beta H/2}$ has the inverse $e^{\beta H/2}$, $\varphi=0$ would force $\psi=0$.

```lean
variable [CompleteSpace V]

/-- Imaginary-time propagation never annihilates a nonzero trial state. -/
theorem project_ne_zero (H : V →L[ℂ] V) {ψ : V} (hψ : ψ ≠ 0) (β : ℝ) :
    project H ψ β ≠ 0 := by
  let : NormedAlgebra ℚ (V →L[ℂ] V) := NormedAlgebra.restrictScalars ℚ ℂ _
  obtain ⟨u, hu⟩ := NormedSpace.isUnit_exp (((-(β / 2) : ℝ) : ℂ) • H)
  intro h
  have h1 : (u : V →L[ℂ] V) ψ = 0 := by rw [hu]; exact h
  have h2 : ((↑u⁻¹ : V →L[ℂ] V) * (u : V →L[ℂ] V)) ψ = 0 := by
    change (↑u⁻¹ : V →L[ℂ] V) ((u : V →L[ℂ] V) ψ) = 0
    rw [h1, map_zero]
  rw [Units.inv_mul] at h2
  exact hψ h2
```

Differentiating the exponential gives $\varphi'=-\tfrac12H\varphi$. The proof differentiates $e^{uH}\psi$ in a complex variable $u$, then applies the chain rule with $u=-\beta/2$.

```lean
/-- The imaginary-time Schrödinger equation `dφ/dβ = -H φ / 2`. -/
theorem hasDerivAt_project (H : V →L[ℂ] V) (ψ : V) (β : ℝ) :
    HasDerivAt (project H ψ) (((-(1 / 2) : ℝ) : ℂ) • H (project H ψ β)) β := by
  have h1 : HasDerivAt (fun u : ℂ => NormedSpace.exp (u • H))
      (H * NormedSpace.exp (((-(β / 2) : ℝ) : ℂ) • H)) ((-(β / 2) : ℝ) : ℂ) := by
    apply hasDerivAt_exp_smul_const'
  have h2 : HasDerivAt (fun u : ℂ => NormedSpace.exp (u • H) ψ)
      (H (project H ψ β)) ((-(β / 2) : ℝ) : ℂ) :=
    (h1.clm_apply (hasDerivAt_const _ ψ)).congr_deriv (by simp [project])
  have h3 : HasDerivAt (fun t : ℝ => ((-(t / 2) : ℝ) : ℂ)) ((-(1 / 2) : ℝ) : ℂ) β :=
    (((hasDerivAt_id β).div_const 2).fun_neg).ofReal_comp
  exact HasDerivAt.scomp β h2 h3
```

For Hermitian $A$, the product rule gives

$$\frac{d}{d\beta}\mathrm{Re}\langle\varphi,A\varphi\rangle=-\tfrac12\mathrm{Re}\langle H\varphi,A\varphi\rangle-\tfrac12\mathrm{Re}\langle\varphi,AH\varphi\rangle=-\mathrm{Re}\langle\varphi,AH\varphi\rangle .$$

The two halves agree because $\langle H\varphi,A\varphi\rangle=\langle AH\varphi,\varphi\rangle$ is the complex conjugate of $\langle\varphi,AH\varphi\rangle$; this is `hs`.

```lean
/-- For a Hermitian observable `A`, the unnormalised expectation value `⟨φ, A φ⟩` changes at
the rate `-Re ⟨φ, A H φ⟩`. -/
theorem hasDerivAt_expectation (H : V →L[ℂ] V) (ψ : V) {A : V →L[ℂ] V}
    (hA : (A : V →ₗ[ℂ] V).IsSymmetric) (β : ℝ) :
    HasDerivAt (fun t => (⟪project H ψ t, A (project H ψ t)⟫_ℂ).re)
      (-(⟪project H ψ β, A (H (project H ψ β))⟫_ℂ).re) β := by
  have h := hasDerivAt_project H ψ β
  have h' : HasDerivAt (fun t => A (project H ψ t))
      (A (((-(1 / 2) : ℝ) : ℂ) • H (project H ψ β))) β :=
    (A.restrictScalars ℝ).hasFDerivAt.comp_hasDerivAt β h
  refine (Complex.reCLM.hasFDerivAt.comp_hasDerivAt β (h.inner ℂ h')).congr_deriv ?_
  -- both halves of the product rule contribute equally
  have hs : (⟪H (project H ψ β), A (project H ψ β)⟫_ℂ).re
      = (⟪project H ψ β, A (H (project H ψ β))⟫_ℂ).re := by
    have h1 : ⟪A (H (project H ψ β)), project H ψ β⟫_ℂ
        = ⟪H (project H ψ β), A (project H ψ β)⟫_ℂ := hA _ _
    rw [← h1, ← inner_conj_symm, Complex.conj_re]
  rw [Complex.reCLM_apply, map_smul, inner_smul_right, inner_smul_left, Complex.conj_ofReal,
    Complex.add_re, Complex.re_ofReal_mul, Complex.re_ofReal_mul, hs]
  ring
```

Write $N=\langle\varphi,\varphi\rangle$ and $M=\langle\varphi,H\varphi\rangle$. The choices $A=1$ and $A=H$ give $N'=-M$ and $M'=-\langle\varphi,H^2\varphi\rangle$, so

$$E'=\frac{M'N-MN'}{N^2}=-\frac{\langle\varphi,H^2\varphi\rangle}{N}+\frac{M^2}{N^2}=-\left(\langle H^2\rangle-\langle H\rangle^2\right).$$

`HasDerivAt` states that the derivative exists and has this value.

```lean
/-- For Hermitian `H` and nonzero `ψ`, the slope of the projected energy is minus the energy
variance of the projected state. -/
theorem hasDerivAt_projectedEnergy {H : V →L[ℂ] V} (hH : (H : V →ₗ[ℂ] V).IsSymmetric)
    {ψ : V} (hψ : ψ ≠ 0) (β : ℝ) :
    HasDerivAt (projectedEnergy H ψ) (-variance H (project H ψ β)) β := by
  have hN : HasDerivAt (fun t => (⟪project H ψ t, project H ψ t⟫_ℂ).re)
      (-(⟪project H ψ β, H (project H ψ β)⟫_ℂ).re) β :=
    hasDerivAt_expectation H ψ (A := ContinuousLinearMap.id ℂ V) (fun _ _ => rfl) β
  have hne : (⟪project H ψ β, project H ψ β⟫_ℂ).re ≠ 0 := by
    have h : (⟪project H ψ β, project H ψ β⟫_ℂ).re = ‖project H ψ β‖ ^ 2 :=
      inner_self_eq_norm_sq (𝕜 := ℂ) _
    rw [h]
    exact pow_ne_zero 2 (norm_ne_zero_iff.mpr (project_ne_zero H hψ β))
  refine ((hasDerivAt_expectation H ψ hH β).fun_div hN hne).congr_deriv ?_
  change (-(⟪project H ψ β, H (H (project H ψ β))⟫_ℂ).re * (⟪project H ψ β, project H ψ β⟫_ℂ).re
      - (⟪project H ψ β, H (project H ψ β)⟫_ℂ).re * -(⟪project H ψ β, H (project H ψ β)⟫_ℂ).re)
      / (⟪project H ψ β, project H ψ β⟫_ℂ).re ^ 2
    = -((⟪project H ψ β, H (H (project H ψ β))⟫_ℂ).re / (⟪project H ψ β, project H ψ β⟫_ℂ).re
      - ((⟪project H ψ β, H (project H ψ β)⟫_ℂ).re / (⟪project H ψ β, project H ψ β⟫_ℂ).re) ^ 2)
  generalize (⟪project H ψ β, project H ψ β⟫_ℂ).re = n at hne ⊢
  field_simp
  ring
```

A function whose derivative is nowhere positive is nonincreasing, which Lean calls `Antitone`. This holds on the whole real $\beta$ axis.

```lean
/-- For Hermitian `H` and nonzero `ψ`, the projected energy never increases with `β`. -/
theorem projectedEnergy_antitone {H : V →L[ℂ] V} (hH : (H : V →ₗ[ℂ] V).IsSymmetric)
    {ψ : V} (hψ : ψ ≠ 0) : Antitone (projectedEnergy H ψ) := by
  refine antitone_of_deriv_nonpos
    (fun t => (hasDerivAt_projectedEnergy hH hψ t).differentiableAt) fun t => ?_
  rw [(hasDerivAt_projectedEnergy hH hψ t).deriv,
    variance_eq_residual hH (project_ne_zero H hψ t), neg_nonpos]
  positivity
```

## The lower bound

Now let `V` be finite-dimensional, so that $H$ is a Hermitian matrix. Expand $\varphi=\sum_i c_iv_i$ in orthonormal eigenvectors with eigenvalues $e_i$. If $E_0\le e_i$ for all $i$, then

$$E=\frac{\sum_i e_i|c_i|^2}{\sum_i|c_i|^2}\ge E_0 .$$

Hypothesis `h₀` says that $E_0$ lies at or below every eigenvalue; the lowest eigenvalue is the sharpest choice. The Lean proof uses the variational form of the argument: the infimum of the Rayleigh quotient is itself an eigenvalue, so it is at least $E_0$, and $E(\beta)$ is one of the quotient's values. The bound `hb`, by $-\|H\|$, ensures that the infimum lies below each value. The theorem joins this inequality to the slope and its sign.

```lean
/-- In finite dimension, let `H` be Hermitian, `ψ` nonzero, and `E₀` a number not above any
eigenvalue of `H`, such as the lowest one. Then `E(β)` is at least `E₀`, and its derivative is minus
the energy variance and is at most zero. -/
theorem projectedEnergy_upper_bound [FiniteDimensional ℂ V] {H : V →L[ℂ] V}
    (hH : (H : V →ₗ[ℂ] V).IsSymmetric) {ψ : V} (hψ : ψ ≠ 0) {E₀ : ℝ}
    (h₀ : ∀ (e : ℝ) (v : V), v ≠ 0 → H v = (e : ℂ) • v → E₀ ≤ e) (β : ℝ) :
    E₀ ≤ projectedEnergy H ψ β ∧
      HasDerivAt (projectedEnergy H ψ) (-variance H (project H ψ β)) β ∧
      -variance H (project H ψ β) ≤ 0 := by
  have hφ := project_ne_zero H hψ β
  refine ⟨?_, hasDerivAt_projectedEnergy hH hψ β, ?_⟩
  · have : Nontrivial V := ⟨ψ, 0, hψ⟩
    -- the infimum of the Rayleigh quotient is an eigenvalue
    obtain ⟨v, hv⟩ := hH.hasEigenvalue_iInf_of_finiteDimensional.exists_hasEigenvector
    have hle : E₀ ≤ ⨅ x : {x : V // x ≠ 0}, RCLike.re ⟪H x, (x : V)⟫_ℂ / ‖(x : V)‖ ^ 2 :=
      h₀ _ v hv.2 hv.apply_eq_smul
    have hb : BddBelow (Set.range fun x : {x : V // x ≠ 0} =>
        RCLike.re ⟪H x, (x : V)⟫_ℂ / ‖(x : V)‖ ^ 2) := by
      refine ⟨-‖H‖, ?_⟩
      rintro _ ⟨x, rfl⟩
      have hx : 0 < ‖(x : V)‖ := norm_pos_iff.mpr x.2
      have h1 : |(⟪H x, (x : V)⟫_ℂ).re| ≤ ‖H x‖ * ‖(x : V)‖ :=
        (Complex.abs_re_le_norm _).trans (norm_inner_le_norm _ _)
      have h2 := mul_le_mul_of_nonneg_right (H.le_opNorm x) hx.le
      have h3 := neg_abs_le (⟪H x, (x : V)⟫_ℂ).re
      change -‖H‖ ≤ (⟪H x, (x : V)⟫_ℂ).re / ‖(x : V)‖ ^ 2
      rw [le_div_iff₀ (by positivity)]
      nlinarith
    refine (hle.trans (ciInf_le hb ⟨project H ψ β, hφ⟩)).trans_eq ?_
    have hN : (⟪project H ψ β, project H ψ β⟫_ℂ).re = ‖project H ψ β‖ ^ 2 :=
      inner_self_eq_norm_sq (𝕜 := ℂ) _
    rw [projectedEnergy, mean, hN]
    exact congrArg (fun z : ℂ => z.re / ‖project H ψ β‖ ^ 2) (hH _ _)
  · rw [variance_eq_residual hH hφ, neg_nonpos]
    positivity
```

Hermiticity matters for both halves. Take $H=\begin{pmatrix}0&1\\0&0\end{pmatrix}$ and $\psi=(0,1)$. The only eigenvalue is $0$, but $\varphi=(-\beta/2,\,1)$ and $E(\beta)=-2\beta/(4+\beta^2)$. This energy reaches $-\tfrac12$ at $\beta=2$, below the eigenvalue, and rises afterwards.

## How far above an eigenvalue

Let $H$ again be Hermitian, with $Hg=eg$. Then $\langle g,\varphi\rangle'=-\tfrac12\langle g,H\varphi\rangle=-\tfrac e2\langle g,\varphi\rangle$, so $\exp(e\beta/2)\,\langle g,\varphi\rangle$ has zero derivative and keeps its value at $\beta=0$:

$$\langle g,\varphi(\beta)\rangle=\exp(-e\beta/2)\,\langle g,\psi\rangle .$$

```lean
/-- For Hermitian `H` with `H g = e g`, the overlap of the projected state with `g` is the
initial overlap times `exp(-e β / 2)`. -/
theorem overlap_project {H : V →L[ℂ] V} (hH : (H : V →ₗ[ℂ] V).IsSymmetric) (ψ : V)
    {g : V} {e : ℝ} (hg : H g = (e : ℂ) • g) (β : ℝ) :
    ⟪g, project H ψ β⟫_ℂ = (Real.exp (-(e / 2 * β)) : ℂ) * ⟪g, ψ⟫_ℂ := by
  -- the overlap times exp(e t / 2) is conserved
  have hd : ∀ t : ℝ, HasDerivAt
      (fun t : ℝ => (Real.exp (e / 2 * t) : ℂ) * ⟪g, project H ψ t⟫_ℂ) 0 t := by
    intro t
    have h1 : HasDerivAt (fun t : ℝ => (Real.exp (e / 2 * t) : ℂ))
        ((Real.exp (e / 2 * t) * (e / 2 * 1) : ℝ) : ℂ) t :=
      (((hasDerivAt_id t).const_mul (e / 2)).exp).ofReal_comp
    have h2 := (hasDerivAt_const t g).inner ℂ (hasDerivAt_project H ψ t)
    have h3 : ⟪g, H (project H ψ t)⟫_ℂ = (e : ℂ) * ⟪g, project H ψ t⟫_ℂ := by
      have h4 : ⟪H g, project H ψ t⟫_ℂ = ⟪g, H (project H ψ t)⟫_ℂ := hH _ _
      rw [← h4, hg, inner_smul_left, Complex.conj_ofReal]
    refine (h1.fun_mul h2).congr_deriv ?_
    rw [inner_smul_right, h3, inner_zero_left]
    push_cast
    ring
  have hc := is_const_of_deriv_eq_zero (fun t => (hd t).differentiableAt)
    (fun t => (hd t).deriv) β 0
  have h0 : project H ψ 0 = ψ := by simp [project]
  simp only [h0, mul_zero, Real.exp_zero, Complex.ofReal_one, one_mul] at hc
  rw [← hc, ← mul_assoc, ← Complex.ofReal_mul, ← Real.exp_add, neg_add_cancel, Real.exp_zero,
    Complex.ofReal_one, one_mul]
```

Suppose $\langle g,\psi\rangle\neq0$ and $\beta>0$. Since $(\log N)'=-M/N=-E$, the mean value theorem supplies a $c$ between $0$ and $\beta$ with $\log\|\varphi(\beta)\|^2-\log\|\psi\|^2=-\beta E(c)$. Monotonicity gives $E(\beta)\le E(c)$, hence

$$\beta E(\beta)\le\log\|\psi\|^2-\log\|\varphi(\beta)\|^2 .$$

Cauchy–Schwarz and the overlap formula give $\exp(-e\beta)\,|\langle g,\psi\rangle|^2\le\|g\|^2\|\varphi(\beta)\|^2$. Taking logarithms and inserting the result,

$$E(\beta)\le e+\frac1\beta\log\frac{\|g\|^2\|\psi\|^2}{|\langle g,\psi\rangle|^2}.$$

For normalised $g$ and $\psi$ with $w=|\langle g,\psi\rangle|^2$, the excess is at most $\log(1/w)/\beta$. No spectral gap enters. In the proof, `hs` holds the mean value identity, `hm` the monotonicity and `hlog` the logarithm of Cauchy–Schwarz; `linarith` combines them.

```lean
/-- For Hermitian `H`, `H g = e g` and a trial state `ψ` not orthogonal to `g`, the projected
energy at `β > 0` exceeds `e` by at most `log(‖g‖² ‖ψ‖² / |⟨g, ψ⟩|²) / β`. -/
theorem projectedEnergy_le {H : V →L[ℂ] V} (hH : (H : V →ₗ[ℂ] V).IsSymmetric) {ψ g : V}
    {e : ℝ} (hg : H g = (e : ℂ) • g) (ho : ⟪g, ψ⟫_ℂ ≠ 0) {β : ℝ} (hβ : 0 < β) :
    projectedEnergy H ψ β ≤
      e + Real.log (‖g‖ ^ 2 * ‖ψ‖ ^ 2 / ‖⟪g, ψ⟫_ℂ‖ ^ 2) / β := by
  have hψ : ψ ≠ 0 := by rintro rfl; simp at ho
  have hg0 : g ≠ 0 := by rintro rfl; simp at ho
  have hN : ∀ t, (⟪project H ψ t, project H ψ t⟫_ℂ).re = ‖project H ψ t‖ ^ 2 :=
    fun t => inner_self_eq_norm_sq (𝕜 := ℂ) _
  have hp : ∀ t, 0 < ‖project H ψ t‖ := fun t => norm_pos_iff.mpr (project_ne_zero H hψ t)
  -- the logarithm of the squared norm has derivative -E(t)
  have hl : ∀ t, HasDerivAt (fun t => Real.log (⟪project H ψ t, project H ψ t⟫_ℂ).re)
      (-projectedEnergy H ψ t) t := by
    intro t
    have h1 : HasDerivAt (fun t => (⟪project H ψ t, project H ψ t⟫_ℂ).re)
        (-(⟪project H ψ t, H (project H ψ t)⟫_ℂ).re) t :=
      hasDerivAt_expectation H ψ (A := ContinuousLinearMap.id ℂ V) (fun _ _ => rfl) t
    refine (h1.log (by rw [hN]; exact pow_ne_zero 2 (hp t).ne')).congr_deriv ?_
    rw [projectedEnergy, mean, neg_div]
  obtain ⟨c, hc, hs⟩ := exists_hasDerivAt_eq_slope _ _ hβ
    (fun t _ => (hl t).continuousAt.continuousWithinAt) (fun t _ => hl t)
  have h0 : project H ψ 0 = ψ := by simp [project]
  rw [hN, hN, h0, sub_zero, eq_div_iff hβ.ne'] at hs
  have hm := mul_le_mul_of_nonneg_right (projectedEnergy_antitone hH hψ hc.2.le) hβ.le
  -- Cauchy-Schwarz bounds the remaining norm from below
  have hcs := norm_inner_le_norm (𝕜 := ℂ) g (project H ψ β)
  rw [overlap_project hH ψ hg, norm_mul, Complex.norm_real, Real.norm_eq_abs,
    Real.abs_exp] at hcs
  have ho' : 0 < ‖⟪g, ψ⟫_ℂ‖ := norm_pos_iff.mpr ho
  have hgp : 0 < ‖g‖ := norm_pos_iff.mpr hg0
  have hψp : 0 < ‖ψ‖ := norm_pos_iff.mpr hψ
  have hlog := Real.log_le_log (mul_pos (Real.exp_pos _) ho') hcs
  rw [Real.log_mul (Real.exp_pos _).ne' ho'.ne', Real.log_exp,
    Real.log_mul hgp.ne' (hp β).ne'] at hlog
  rw [Real.log_pow, Real.log_pow] at hs
  rw [← sub_le_iff_le_add', le_div_iff₀ hβ, Real.log_div (by positivity) (by positivity),
    Real.log_mul (by positivity) (by positivity), Real.log_pow, Real.log_pow, Real.log_pow]
  push_cast at hs ⊢
  linarith
```

In finite dimension, let $e=E_0$ be the lowest eigenvalue and let $\psi$ overlap with one of its eigenvectors. Then $E(\beta)$ lies between $E_0$ and $E_0+\text{const}/\beta$, and squeezing gives $E(\beta)\to E_0$. The $1/\beta$ bound is not the true rate at large $\beta$: in finite dimension the approach is eventually exponential, as in the two-level example.

```lean
/-- In finite dimension, if `E₀` is the lowest eigenvalue of the Hermitian `H` and `ψ` is not
orthogonal to some eigenvector `g` of `E₀`, then `E(β)` tends to `E₀` as `β` grows. -/
theorem projectedEnergy_tendsto [FiniteDimensional ℂ V] {H : V →L[ℂ] V}
    (hH : (H : V →ₗ[ℂ] V).IsSymmetric) {ψ g : V} {E₀ : ℝ}
    (h₀ : ∀ (e : ℝ) (v : V), v ≠ 0 → H v = (e : ℂ) • v → E₀ ≤ e)
    (hg : H g = (E₀ : ℂ) • g) (ho : ⟪g, ψ⟫_ℂ ≠ 0) :
    Tendsto (projectedEnergy H ψ) atTop (𝓝 E₀) := by
  have hψ : ψ ≠ 0 := by rintro rfl; simp at ho
  have hu : Tendsto (fun β : ℝ =>
      E₀ + Real.log (‖g‖ ^ 2 * ‖ψ‖ ^ 2 / ‖⟪g, ψ⟫_ℂ‖ ^ 2) / β) atTop (𝓝 (E₀ + 0)) :=
    tendsto_const_nhds.add (tendsto_const_nhds.div_atTop tendsto_id)
  rw [add_zero] at hu
  refine tendsto_of_tendsto_of_tendsto_of_le_of_le' tendsto_const_nhds hu
    (Eventually.of_forall fun β => (projectedEnergy_upper_bound hH hψ h₀ β).1) ?_
  filter_upwards [eventually_gt_atTop 0] with β hβ
  exact projectedEnergy_le hH hg ho hβ

end ImaginaryTimeProjection
```

For projection Monte Carlo in a finite basis, suppose that the propagator is exact and that the energy is the symmetric expectation value above, or equivalently the mixed estimator $\langle\psi,He^{-\beta H}\psi\rangle/\langle\psi,e^{-\beta H}\psi\rangle$ with the same $\psi$ on both sides. Then the exact expectation value at finite $\beta$ is never below the lowest eigenvalue of the matrix. A mixed estimator whose trial state differs from the initial state has no such guarantee. Sampling noise is absent from the model and can push an individual estimate below the eigenvalue.

```lean
#print axioms ImaginaryTimeProjection.projectedEnergy_upper_bound
#print axioms ImaginaryTimeProjection.projectedEnergy_tendsto
```

```
'ImaginaryTimeProjection.projectedEnergy_upper_bound' depends on axioms: [propext, Classical.choice, Quot.sound]
'ImaginaryTimeProjection.projectedEnergy_tendsto' depends on axioms: [propext, Classical.choice, Quot.sound]
```
